# The product of two signed permutations of the Cartesian axes is another signed permutation

A signed permutation matrix has one entry `± 1` in each row and column and zeros elsewhere; over the real numbers, the 3 × 3 ones are the symmetry operations of a cube centred at the origin with its faces perpendicular to the axes. `opMatrix_mul` states that the product of the matrices labelled `g` and `h` is again of this kind, and gives its label. The permutation is that of `g` followed by that of `h`, and the sign in row `i` is `g.2 i * h.2 (g.1 i)`. The entries may lie in any commutative ring `R`. The attempt compares the two sides entry by entry and leaves the sum in the matrix product to a single `simp`.

As first written in Lean, the proof fails:

```lean
import Mathlib

open Matrix

namespace CubicWyckoff

/-- A label for a signed permutation: a permutation of the three axes and a sign for each axis. -/
abbrev Op := Equiv.Perm (Fin 3) × (Fin 3 → ℤˣ)

/-- The signed permutation matrix with entry `± 1` in row `i` and column `g.1 i`, and zeros
elsewhere. -/
def opMatrix (R : Type*) [CommRing R] (g : Op) : Matrix (Fin 3) (Fin 3) R :=
  Matrix.of fun i j => if g.1 i = j then ((g.2 i : ℤ) : R) else 0

/-- The product of two signed permutation matrices is again a signed permutation matrix. -/
theorem opMatrix_mul (R : Type*) [CommRing R] (g h : Op) :
    opMatrix R g * opMatrix R h =
      opMatrix R (g.1.trans h.1, fun i => g.2 i * h.2 (g.1 i)) := by
  ext i j
  simp [opMatrix, Matrix.mul_apply]

end CubicWyckoff
```

The compiler's answer:

```
Main.lean:18:66: error: unsolved goals
R : Type u_1
inst✝ : CommRing R
g h : Op
i j : Fin 3
⊢ (∑ j_1, if h.1 j_1 = j then if g.1 i = j_1 then ↑↑(g.2 i) * ↑↑(h.2 j_1) else 0 else 0) =
    if h.1 (g.1 i) = j then ↑↑(g.2 i) * ↑↑(h.2 (g.1 i)) else 0
```

The change, after which it compiles:

```diff
@@ -18,5 +18,10 @@
       opMatrix R (g.1.trans h.1, fun i => g.2 i * h.2 (g.1 i)) := by
   ext i j
-  simp [opMatrix, Matrix.mul_apply]
+  -- only the intermediate axis `g.1 i` contributes
+  rw [Matrix.mul_apply, Finset.sum_eq_single (g.1 i)]
+  · simp [opMatrix]
+  · intro k _ hk
+    simp [opMatrix, hk.symm]
+  · simp
 
 end CubicWyckoff
```

Diagnosis. The message `unsolved goals` shows that `simp` expanded the product but left the sum over the intermediate axis `j_1` standing. Only the term `j_1 = g.1 i` can be nonzero, and putting it in gives the right-hand side. Mathlib's `Finset.sum_ite_eq` collapses such a sum when the test comparing the summation variable with a fixed value is outermost. Here that test, `g.1 i = j_1`, sits inside another, `h.1 j_1 = j`, so the lemma does not match.

The repair names the surviving term with `Finset.sum_eq_single (g.1 i)`. This leaves three goals:

- The surviving term must equal the entry on the right, which `simp [opMatrix]` proves.
- Every other term must vanish. The hypothesis `hk` says `k ≠ g.1 i`, and `hk.symm` turns it round to match the test in `opMatrix`, so the first factor is zero.
- The term must vanish if `g.1 i` is outside the summation range. The range is all of `Fin 3`, so this cannot happen, and `simp` closes the goal.

The added comment has no effect on the proof.
